# A potential contributes to the velocity exactly when it couples sites at different positions

Let $x$ be a real diagonal position matrix on a finite set of sites and let $H$ be any complex matrix on the same sites. The matrix $H(k) = e^{-ikx} H e^{ikx}$ satisfies

$$\frac{dH}{dk} = i[H(k), x]$$

at every real $k$. If $H = T + V$, the derivative at $k = 0$ equals $i[T, x]$ if and only if $V_{ab} = 0$ whenever $x_a \neq x_b$. A Hermitian hopping matrix between two sites at different positions violates this condition.

With $\hbar = 1$, $i[H, x]$ is the Heisenberg velocity $dx/dt$. The second statement therefore says when the velocity can be computed from the kinetic term alone, for a finite matrix model in one coordinate. The same question arises in electronic-structure work with nonlocal pseudopotentials.

## The derivation in matrix elements

Write $x_a$ for the coordinate of site $a$. Since $x$ is diagonal, $e^{ikx}$ is diagonal with entries $e^{ikx_a}$. The left factor multiplies row $a$ by $e^{-ikx_a}$ and the right factor multiplies column $b$ by $e^{ikx_b}$, so

$$H(k)_{ab} = H_{ab}\, e^{ik(x_b - x_a)}.$$

The commutator with a diagonal matrix is equally simple:

$$(i[H,x])_{ab} = i(H_{ab}x_b - x_a H_{ab}) = i H_{ab}(x_b - x_a).$$

Differentiating the phase gives

$$\frac{d}{dk}H(k)_{ab} = i(x_b - x_a) H_{ab}\, e^{ik(x_b - x_a)} = (i[H(k),x])_{ab}.$$

Both operations multiply the element $ab$ by a number, so their order is immaterial: the velocity of $H(k)$ is the transform of the velocity of $H$. Applying the derivative formula to $i[H,x]$ in place of $H$ then shows that the second derivative of $H(k)$ is the double commutator $i[i[H(k),x],x]$, with elements $-(x_b-x_a)^2 H(k)_{ab}$.

Now let $H = T + V$. The derivative at $k$ equals $i[T(k),x]$ exactly when, for all $a$ and $b$,

$$i\,V_{ab}\, e^{ik(x_b-x_a)}(x_b - x_a) = 0.$$

The exponential is never zero. The equation therefore holds automatically if $x_a = x_b$ and forces $V_{ab} = 0$ otherwise. The condition does not involve $k$ or $T$. It is also equivalent to $V(k) = V$ for all $k$: if the condition holds, every surviving element has phase 1; conversely, a constant $V(k)$ has zero derivative, so $i V_{ab}(x_b - x_a) = 0$.

For two sites at $x = 0$ and $x = 1$, take

$$V = \begin{pmatrix} 0 & 1 \\ 1 & 0 \end{pmatrix}, \qquad i[V,x] = \begin{pmatrix} 0 & i \\ -i & 0 \end{pmatrix}.$$

This $V$ is Hermitian and contributes a nonzero velocity, whatever $T$ is.

## Position, phase and velocity as matrices

The sites form a finite type `n`, and operators are complex matrices indexed by it.

In Lean 4 with Mathlib:

```lean
import Mathlib

open Matrix

namespace NonlocalVelocity

noncomputable section

variable {n : Type*} [Fintype n] [DecidableEq n]
```

The coordinates are a function `x : n → ℝ`. Nothing requires them to be distinct, so two orbitals on the same atom can share a position. A potential may mix such orbitals and still satisfy the locality condition, which is that $V_{ab} = 0$ whenever $x_a \neq x_b$. The diagonal position matrix omits any dipole matrix element between them, such as that between an s and a p orbital.

```lean
/-- The position operator: a diagonal matrix with the real site coordinates `x a`. -/
def position (x : n → ℝ) : Matrix n n ℂ := diagonal fun a => (x a : ℂ)
```

The phase operator is the true matrix exponential of $ikx$; its diagonal form is proved below.

```lean
/-- The phase operator `exp(ikx)`, as a matrix exponential. -/
def phase (x : n → ℝ) (k : ℝ) : Matrix n n ℂ :=
  NormedSpace.exp ((Complex.I * (k : ℂ)) • position x)
```

The definition of $H(k)$ fixes the sign convention: $e^{-ikx}$ stands on the left.

```lean
/-- The `k`-dependent operator `H(k) = exp(-ikx) H exp(ikx)`. -/
def twist (x : n → ℝ) (H : Matrix n n ℂ) (k : ℝ) : Matrix n n ℂ :=
  phase x (-k) * H * phase x k
```

The name `velocity` denotes the commutator $i(Hx - xH)$ for any matrix, whether or not it is Hermitian.

```lean
/-- The commutator `i[H, x]` of an operator with position. -/
def velocity (x : n → ℝ) (H : Matrix n n ℂ) : Matrix n n ℂ :=
  Complex.I • (H * position x - position x * H)
```

In this finite model $H(k)$ is similar to $H$, so its eigenvalues do not depend on $k$ and there is no band dispersion. A crystal differs in that $H(k)$ acts on cell-periodic functions, a space that multiplication by $x$ does not preserve. The theorems treat neither that case nor unbounded operators in the continuum.

## Reduction to single matrix elements

The first lemma evaluates the exponential. `Matrix.exp_diagonal` moves it inside the diagonal, where it acts on a function of the site. Evaluation at one site is a continuous ring homomorphism and so passes through the exponential series, which leaves the ordinary complex exponential.

```lean
/-- The phase operator is diagonal, with entries `exp(i k x_a)`. -/
theorem phase_eq_diagonal (x : n → ℝ) (k : ℝ) :
    phase x k = diagonal fun a => Complex.exp (Complex.I * (k : ℂ) * (x a : ℂ)) := by
  have h : (Complex.I * (k : ℂ)) • position x
      = diagonal fun a => Complex.I * (k : ℂ) * (x a : ℂ) := by
    ext a b
    by_cases hab : a = b
    · subst hab
      simp [position]
    · simp [position, hab]
  unfold phase
  rw [h, Matrix.exp_diagonal]
  refine congrArg diagonal (funext fun a => ?_)
  rw [Complex.exp_eq_exp_ℂ]
  -- evaluation at a site is a continuous ring homomorphism, so it commutes with `exp`
  exact NormedSpace.map_exp (Pi.evalRingHom (fun _ : n => ℂ) a) (continuous_apply a) _
```

Multiplying by the two diagonal matrices and combining their exponentials gives the relative phase $e^{ik(x_b-x_a)}$.

```lean
/-- The matrix element of `H(k)` between sites `a` and `b` is `H_ab exp(ik(x_b - x_a))`. -/
theorem twist_apply (x : n → ℝ) (H : Matrix n n ℂ) (k : ℝ) (a b : n) :
    twist x H k a b
      = H a b * Complex.exp (Complex.I * (k : ℂ) * ((x b : ℂ) - (x a : ℂ))) := by
  unfold twist
  rw [phase_eq_diagonal, phase_eq_diagonal, Matrix.mul_diagonal, Matrix.diagonal_mul,
    mul_comm _ (H a b), mul_assoc, ← Complex.exp_add]
  congr 2
  push_cast
  ring
```

The commutator formula follows from the same rules for diagonal multiplication.

```lean
/-- The matrix element of `i[H, x]` is `i H_ab (x_b - x_a)`. -/
theorem velocity_apply (x : n → ℝ) (H : Matrix n n ℂ) (a b : n) :
    velocity x H a b = Complex.I * H a b * ((x b : ℂ) - (x a : ℂ)) := by
  simp only [velocity, position, Matrix.smul_apply, Matrix.sub_apply, Matrix.mul_diagonal,
    Matrix.diagonal_mul, smul_eq_mul]
  ring
```

## The derivative and the double commutator

`HasDerivAt f f' k` says that `f` is differentiable at `k` with derivative `f'`. It is applied here to each matrix element as a complex function of the real variable $k$; for finite matrices this amounts to differentiating the matrix. The proof replaces the element by its explicit phase, uses the chain rule for the exponential, and identifies the result with the commutator element.

```lean
/-- The velocity formula `dH/dk = i[H(k), x]`, for every matrix element and every `k`. -/
theorem hasDerivAt_twist (x : n → ℝ) (H : Matrix n n ℂ) (k : ℝ) (a b : n) :
    HasDerivAt (fun t : ℝ => twist x H t a b) (velocity x (twist x H k) a b) k := by
  have hf : (fun t : ℝ => twist x H t a b) = fun t : ℝ =>
      H a b * Complex.exp (Complex.I * (t : ℂ) * ((x b : ℂ) - (x a : ℂ))) :=
    funext fun t => twist_apply x H t a b
  have h0 : HasDerivAt (fun t : ℝ => (t : ℂ)) 1 k := by
    simpa using (hasDerivAt_id k).ofReal_comp
  -- differentiate the relative phase between the two sites
  have h1 := (((h0.const_mul Complex.I).mul_const ((x b : ℂ) - (x a : ℂ))).cexp).const_mul
    (H a b)
  rw [hf]
  exact h1.congr_deriv (by rw [velocity_apply, twist_apply]; ring)
```

The next lemma exchanges the commutator and the transformation by comparing elements.

```lean
/-- Taking the commutator with position commutes with the transformation `H ↦ H(k)`. -/
theorem velocity_twist (x : n → ℝ) (H : Matrix n n ℂ) (k : ℝ) :
    velocity x (twist x H k) = twist x (velocity x H) k := by
  ext a b
  simp only [velocity_apply, twist_apply]
  ring
```

The second derivative then needs no new calculus: the first-derivative theorem is applied to `velocity x H`, and the exchange lemma rewrites the result.

```lean
/-- The derivative of `i[H(k), x]` with respect to `k` is the double commutator
`i[i[H(k), x], x]`. -/
theorem hasDerivAt_velocity (x : n → ℝ) (H : Matrix n n ℂ) (k : ℝ) (a b : n) :
    HasDerivAt (fun t : ℝ => velocity x (twist x H t) a b)
      (velocity x (velocity x (twist x H k)) a b) k := by
  have h := hasDerivAt_twist x (velocity x H) k a b
  simpa only [velocity_twist] using h
```

## When the kinetic term gives the whole velocity

In the next theorem `T` and `V` are arbitrary matrices. The name "kinetic" records the intended use, and no property of a kinetic energy is assumed. The left side of the equivalence says that $i[T(k),x]$ is the derivative of the full $H(k)$, element by element.

For the forward direction, the assumed derivative and the one already proved must agree, because derivatives are unique. Subtracting them cancels $T$ and leaves $V_{ab}$ times $i$, the exponential and $x_b - x_a$. For sites at different positions these three factors are nonzero, so $V_{ab} = 0$. For the reverse direction, the proof separates equal from unequal coordinates: in the first case the coordinate difference vanishes, in the second $V_{ab}$ does.

```lean
/-- For `H = T + V` and any fixed `k`, the derivative `dH/dk` equals `i[T(k), x]` if and only if
`V` has no matrix elements between sites at different positions. -/
theorem deriv_eq_kinetic_iff (x : n → ℝ) (T V : Matrix n n ℂ) (k : ℝ) :
    (∀ a b, HasDerivAt (fun t : ℝ => twist x (T + V) t a b)
      (velocity x (twist x T k) a b) k) ↔ ∀ a b, x a ≠ x b → V a b = 0 := by
  constructor
  · intro h a b hab
    -- two derivatives of the same function agree, which isolates the part from `V`
    have e := (h a b).unique (hasDerivAt_twist x (T + V) k a b)
    rw [velocity_apply, velocity_apply, twist_apply, twist_apply, Matrix.add_apply] at e
    have hz : V a b * (Complex.I * Complex.exp (Complex.I * (k : ℂ) * ((x b : ℂ) - (x a : ℂ)))
        * ((x b : ℂ) - (x a : ℂ))) = 0 := by
      linear_combination -e
    have hx : (x b : ℂ) ≠ (x a : ℂ) := by exact_mod_cast hab.symm
    exact (mul_eq_zero.mp hz).resolve_right
      (mul_ne_zero (mul_ne_zero Complex.I_ne_zero (Complex.exp_ne_zero _)) (sub_ne_zero.mpr hx))
  · intro h a b
    refine (hasDerivAt_twist x (T + V) k a b).congr_deriv ?_
    rw [velocity_apply, velocity_apply, twist_apply, twist_apply, Matrix.add_apply]
    by_cases hab : x a = x b
    · simp [hab]
    · simp [h a b hab]
```

At $k = 0$ the transformed matrix $T(0)$ is $T$ itself, which gives the statement made at the start.

```lean
/-- For `H = T + V`, the velocity `dH/dk` at `k = 0` equals `i[T, x]` if and only if
`V_ab = 0` whenever `x_a ≠ x_b`. -/
theorem velocity_eq_kinetic_iff (x : n → ℝ) (T V : Matrix n n ℂ) :
    (∀ a b, HasDerivAt (fun t : ℝ => twist x (T + V) t a b) (velocity x T a b) 0) ↔
      ∀ a b, x a ≠ x b → V a b = 0 := by
  have h0 : twist x T 0 = T := by
    ext a b
    simp [twist_apply]
  have h := deriv_eq_kinetic_iff x T V 0
  rwa [h0] at h
```

The equivalence with $V(k) = V$ reuses this theorem with $T = 0$. If $V(k)$ is constant, its derivative is zero, which is also the velocity of the zero matrix, and locality follows.

```lean
/-- A potential is unchanged by the transformation `V ↦ V(k)` for all `k` if and only if it has
no matrix elements between sites at different positions. -/
theorem twist_invariant_iff (x : n → ℝ) (V : Matrix n n ℂ) :
    (∀ k, twist x V k = V) ↔ ∀ a b, x a ≠ x b → V a b = 0 := by
  constructor
  · intro h
    -- a constant `V(k)` has zero derivative, the velocity of `T = 0`
    apply (velocity_eq_kinetic_iff x 0 V).mp
    intro a b
    have hv : velocity x (0 : Matrix n n ℂ) a b = 0 := by simp [velocity_apply]
    rw [hv]
    simp only [zero_add, h]
    exact hasDerivAt_const _ _
  · intro h k
    ext a b
    rw [twist_apply]
    by_cases hab : x a = x b
    · simp [hab]
    · simp [h a b hab]
```

## Two sites with a Hermitian hopping potential

The last theorem states three facts about the two-site example: $V$ is Hermitian, its commutator has the displayed value, and the kinetic formula fails for every $T$. The first two are checked element by element. For the third, the kinetic formula would force the element of $V$ between sites 0 and 1 to vanish, but that element is 1.

```lean
/-- Two sites at positions 0 and 1 with the Hermitian potential `V = !![0, 1; 1, 0]`: the
commutator `i[V, x]` is `!![0, i; -i, 0]`, and for every `T` the velocity of `T + V` at `k = 0`
differs from `i[T, x]`. -/
theorem two_site_counterexample :
    (!![0, 1; 1, 0] : Matrix (Fin 2) (Fin 2) ℂ).IsHermitian ∧
    velocity ![0, 1] !![0, 1; 1, 0] = !![0, Complex.I; -Complex.I, 0] ∧
    ∀ T : Matrix (Fin 2) (Fin 2) ℂ,
      ¬ ∀ a b, HasDerivAt (fun t : ℝ => twist ![0, 1] (T + !![0, 1; 1, 0]) t a b)
        (velocity ![0, 1] T a b) 0 := by
  refine ⟨?_, ?_, ?_⟩
  · ext i j
    fin_cases i <;> fin_cases j <;> simp [Matrix.conjTranspose_apply]
  · ext i j
    rw [velocity_apply]
    fin_cases i <;> fin_cases j <;> simp
  · intro T h
    have h01 := (velocity_eq_kinetic_iff _ T _).mp h 0 1 (by simp)
    simp at h01

end

end NonlocalVelocity
```

```lean
#print axioms NonlocalVelocity.hasDerivAt_velocity
#print axioms NonlocalVelocity.twist_invariant_iff
#print axioms NonlocalVelocity.two_site_counterexample
```

```
'NonlocalVelocity.hasDerivAt_velocity' depends on axioms: [propext, Classical.choice, Quot.sound]
'NonlocalVelocity.twist_invariant_iff' depends on axioms: [propext, Classical.choice, Quot.sound]
'NonlocalVelocity.two_site_counterexample' depends on axioms: [propext, Classical.choice, Quot.sound]
```

## The commutator term in a calculation

In the continuum, $T = p^2/2m$ gives $i[T,x] = p/m$, and a potential that multiplies by a function of position commutes with $x$. A nonlocal pseudopotential generally does not, so velocity matrix elements, for instance those in an optical absorption calculation, need the term $i[V,x]$ in addition to $p/m$.

For a separable potential $V = \sum_{ij} |\beta_i\rangle D_{ij} \langle\beta_j|$ with constant coefficients $D_{ij}$, the transformation acts on the projectors, $|\beta_i(k)\rangle = e^{-ikx}|\beta_i\rangle$, and the product rule gives

$$\frac{dV}{dk} = \sum_{ij} D_{ij}\Big( |\partial_k\beta_i(k)\rangle\langle\beta_j(k)| + |\beta_i(k)\rangle\langle\partial_k\beta_j(k)| \Big).$$

A plane-wave code can thus obtain the commutator from derivatives of the projectors with respect to $k$, without constructing a position matrix. A central difference, $[H(k+\delta) - H(k-\delta)]/2\delta$, with the same set of plane waves at both points, provides a test of the implementation: if a nonzero term $i[V(k),x]$ has been left out of the velocity, the discrepancy tends to that term instead of to zero as $\delta$ is reduced, as long as rounding error is negligible.
